# A circle about the molecular axis with prescribed spheroidal coordinates ξ and η

Two nuclei lie on the molecular axis at heights −R/2 and R/2, with R > 0. The spheroidal coordinates of a point are ξ = (r_A + r_B)/R and η = (r_A − r_B)/R, where r_A is its distance to the lower nucleus and r_B its distance to the upper one. The lemma takes values ξ between 2 and 2.1 and η between 0 and 0.1, and states that some number p between 1.7 and 1.9 has this property: every point at height Rξη/2 and at distance Rp/2 from the axis has exactly these coordinates. This is pure geometry; no wavefunction or Hamiltonian enters. The proof bounds (ξ² − 1)(1 − η²), whose square root is to serve as p, and then computes r_A = R(ξ + η)/2 and r_B = R(ξ − η)/2.

As first written in Lean, the proof fails:

```lean
import Mathlib

open MeasureTheory Matrix

noncomputable section

namespace ExistsCircle

/-- Position space of one electron. -/
abbrev Space := EuclideanSpace ℝ (Fin 3)

/-- The point at height `z` on the molecular axis. -/
def nucleus (z : ℝ) : Space := !₂[0, 0, z]

/-- The coordinate `ξ = (rA + rB) / R` for nuclei at heights `-R/2` and `R/2`, with `R ≠ 0`. -/
def xi (R : ℝ) (r : Space) : ℝ :=
  (dist r (nucleus (-(R / 2))) + dist r (nucleus (R / 2))) / R

/-- The coordinate `η = (rA - rB) / R` for nuclei at heights `-R/2` and `R/2`, with `R ≠ 0`. -/
def eta (R : ℝ) (r : Space) : ℝ :=
  (dist r (nucleus (-(R / 2))) - dist r (nucleus (R / 2))) / R

/-- The volume on the two-electron space is an additive Haar measure: it is translation invariant,
finite on compact sets and positive on nonempty open sets. -/
instance : (volume : Measure (Space × Space)).IsAddHaarMeasure :=
  inferInstanceAs ((volume : Measure Space).prod volume).IsAddHaarMeasure

/-- Two points have distance `b ≥ 0` if their squared coordinate differences add up to `b²`. -/
theorem dist_coords (u v w u' v' w' b : ℝ) (hb : 0 ≤ b)
    (h : (u - u') ^ 2 + (v - v') ^ 2 + (w - w') ^ 2 = b ^ 2) :
    dist (!₂[u, v, w] : Space) !₂[u', v', w'] = b := by
  rw [EuclideanSpace.dist_eq, ← Real.sqrt_sq hb, ← h]
  simp [Fin.sum_univ_three, Real.dist_eq, sq_abs]

/-- For `R > 0` and `ξ, η` in a small box, all points of some circle about the molecular axis,
with radius between `0.85 R` and `0.95 R`, have these coordinates. -/
theorem exists_circle {R x y : ℝ} (hR : 0 < R) (hx : x ∈ Set.Icc 2 (21 / 10))
    (hy : y ∈ Set.Icc 0 (1 / 10)) :
    ∃ p ∈ Set.Icc (17 / 10 : ℝ) (19 / 10), ∀ u v : ℝ, u ^ 2 + v ^ 2 = (R / 2 * p) ^ 2 →
      xi R !₂[u, v, R / 2 * (x * y)] = x ∧ eta R !₂[u, v, R / 2 * (x * y)] = y := by
  obtain ⟨hx1, hx2⟩ := hx
  obtain ⟨hy1, hy2⟩ := hy
  have h1 : 0 ≤ x ^ 2 - 1 - 3 := by nlinarith
  have h2 : x ^ 2 - 1 ≤ 341 / 100 := by nlinarith
  have h3 : 0 ≤ 1 - y ^ 2 - 99 / 100 := by nlinarith
  have h4 : 0 ≤ 1 - (1 - y ^ 2) := by linarith [sq_nonneg y]
  have h5 := mul_nonneg h1 h3
  have h6 := mul_nonneg h1 h4
  have hp : √((x ^ 2 - 1) * (1 - y ^ 2)) ^ 2 = (x ^ 2 - 1) * (1 - y ^ 2) :=
    Real.sq_sqrt (mul_nonneg (by linarith) (by linarith))
  refine ⟨_, ⟨(Real.le_sqrt' (by norm_num)).2 (by linarith),
    Real.sqrt_le_iff.2 ⟨by norm_num, by linarith⟩⟩, fun u v h => ?_⟩
  have hA : dist (!₂[u, v, R / 2 * (x * y)] : Space) (nucleus (-(R / 2))) = R / 2 * (x + y) :=
    dist_coords _ _ _ _ _ _ _ (mul_nonneg (by linarith) (by linarith))
      (by linear_combination h + (R / 2) ^ 2 * hp)
  have hB : dist (!₂[u, v, R / 2 * (x * y)] : Space) (nucleus (R / 2)) = R / 2 * (x - y) :=
    dist_coords _ _ _ _ _ _ _ (mul_nonneg (by linarith) (by linarith))
      (by linear_combination h + (R / 2) ^ 2 * hp)
  constructor
  · rw [xi, hA, hB, div_eq_iff hR.ne']; ring
  · rw [eta, hA, hB, div_eq_iff hR.ne']; ring

end ExistsCircle
```

Compiling this gives:

```
Main.lean:51:50: error: linarith failed to find a contradiction
R x y : ℝ
hR : 0 < R
hx1 : 2 ≤ x
hx2 : x ≤ 21 / 10
hy1 : 0 ≤ y
hy2 : y ≤ 1 / 10
h1 : 0 ≤ x ^ 2 - 1 - 3
h2 : x ^ 2 - 1 ≤ 341 / 100
h3 : 0 ≤ 1 - y ^ 2 - 99 / 100
h4 : 0 ≤ 1 - (1 - y ^ 2)
h5 : 0 ≤ (x ^ 2 - 1 - 3) * (1 - y ^ 2 - 99 / 100)
h6 : 0 ≤ (x ^ 2 - 1 - 3) * (1 - (1 - y ^ 2))
hp : √((x ^ 2 - 1) * (1 - y ^ 2)) ^ 2 = (x ^ 2 - 1) * (1 - y ^ 2)
a✝ : ?m.673 < (17 / 10) ^ 2
⊢ False
failed
Main.lean:52:40: error: linarith failed to find a contradiction
R x y : ℝ
hR : 0 < R
hx1 : 2 ≤ x
hx2 : x ≤ 21 / 10
hy1 : 0 ≤ y
hy2 : y ≤ 1 / 10
h1 : 0 ≤ x ^ 2 - 1 - 3
h2 : x ^ 2 - 1 ≤ 341 / 100
h3 : 0 ≤ 1 - y ^ 2 - 99 / 100
h4 : 0 ≤ 1 - (1 - y ^ 2)
h5 : 0 ≤ (x ^ 2 - 1 - 3) * (1 - y ^ 2 - 99 / 100)
h6 : 0 ≤ (x ^ 2 - 1 - 3) * (1 - (1 - y ^ 2))
hp : √((x ^ 2 - 1) * (1 - y ^ 2)) ^ 2 = (x ^ 2 - 1) * (1 - y ^ 2)
a✝ : (19 / 10) ^ 2 < ?m.673
⊢ False
failed
Main.lean:40:82: error: unsolved goals
R x y : ℝ
hR : 0 < R
hx1 : 2 ≤ x
hx2 : x ≤ 21 / 10
hy1 : 0 ≤ y
hy2 : y ≤ 1 / 10
h1 : 0 ≤ x ^ 2 - 1 - 3
h2 : x ^ 2 - 1 ≤ 341 / 100
h3 : 0 ≤ 1 - y ^ 2 - 99 / 100
h4 : 0 ≤ 1 - (1 - y ^ 2)
h5 : 0 ≤ (x ^ 2 - 1 - 3) * (1 - y ^ 2 - 99 / 100)
h6 : 0 ≤ (x ^ 2 - 1 - 3) * (1 - (1 - y ^ 2))
hp : √((x ^ 2 - 1) * (1 - y ^ 2)) ^ 2 = (x ^ 2 - 1) * (1 - y ^ 2)
⊢ ∃ p ∈ Set.Icc (17 / 10) (19 / 10),
    ∀ (u v : ℝ),
      u ^ 2 + v ^ 2 = (R / 2 * p) ^ 2 → xi R !₂[u, v, R / 2 * (x * y)] = x ∧ eta R !₂[u, v, R / 2 * (x * y)] = y
Error in Linarith.normalizeDenominatorsLHS: Expr.rewrite may not produce subgoals.
Error in Linarith.normalizeDenominatorsLHS: Expr.rewrite may not produce subgoals.
```

This version goes through:

```diff
@@ -49,5 +49,5 @@
   have hp : √((x ^ 2 - 1) * (1 - y ^ 2)) ^ 2 = (x ^ 2 - 1) * (1 - y ^ 2) :=
     Real.sq_sqrt (mul_nonneg (by linarith) (by linarith))
-  refine ⟨_, ⟨(Real.le_sqrt' (by norm_num)).2 (by linarith),
+  refine ⟨√((x ^ 2 - 1) * (1 - y ^ 2)), ⟨(Real.le_sqrt' (by norm_num)).2 (by linarith),
     Real.sqrt_le_iff.2 ⟨by norm_num, by linarith⟩⟩, fun u v h => ?_⟩
   have hA : dist (!₂[u, v, R / 2 * (x * y)] : Space) (nucleus (-(R / 2))) = R / 2 * (x + y) :=
```

Diagnosis. The `refine` gives the witness p as `_`, to be found by unification. The bound lemmas `Real.le_sqrt'` and `Real.sqrt_le_iff` reveal only that p is a square root, not of what. The number under the root is still the metavariable `?m.673` when the two `linarith` calls run. They must show that it is at least `(17 / 10) ^ 2` and at most `(19 / 10) ^ 2`, but no hypothesis says anything about an unknown number, so both fail. The fact `hp` mentions the intended root, but nothing links it to the `_`. The third error, which shows the whole existence statement as unsolved, is a consequence of the failed `refine`. The lines about `Linarith.normalizeDenominatorsLHS` also come from `linarith`, and call for no change of their own.

The diff writes the witness out as `√((x ^ 2 - 1) * (1 - y ^ 2))`. The two bounds now concern this known product, and `linarith` gets them from `h5` and `h6` together with the simpler bounds. The rest of the proof stands unchanged.
